# Source stability of the discretised nonlinear Poisson equation with a coercive matrix and a nondecreasing local charge response

## Grid potentials, signs and the Euclidean norm

A potential is a real function $u$ on a finite set of grid points, with value $u_i$ at point $i$. For two grid functions, $x\cdot y=\sum_i x_i y_i$. The discretised nonlinear Poisson equation is

$$A u + n(u) = r ,$$

where $A$ is a real matrix, $r$ is the fixed source, and $n(u)$ is the charge response: the mobile charge that responds to the potential, taken with its sign reversed because it stands on the left side.

The signs are those of the continuum equation for a layered semiconductor,

$$-\frac{d}{dz}\Big(\varepsilon\,\frac{d\phi}{dz}\Big) + q\,[\,n_e(\phi)-p_h(\phi)\,] = q\,(N_D-N_A),$$

with $z$ the growth direction, $\phi$ the electrostatic potential, $\varepsilon$ the permittivity, $q>0$ the elementary charge, $n_e$ and $p_h$ the electron and hole densities, and $N_D$ and $N_A$ the densities of ionised donors and acceptors, taken as fixed. The matrix $A$ discretises the first term, including its minus sign. The source $r$ holds the doping and any prescribed boundary values.

In Lean the grid is a finite type `ι`, a potential has type `ι → ℝ`, the dot product is written `⬝ᵥ`, and the matrix acts by `*ᵥ`. Nothing fixes the dimension of space or the shape of the grid.

```lean
import Mathlib

open Matrix

namespace NonlinearPoissonStability

noncomputable section

variable {ι : Type*} [Fintype ι]
```

Distances are measured by $\|x\|=\sqrt{x\cdot x}$. This is defined explicitly because Mathlib's default norm on functions `ι → ℝ` is the largest absolute component. No factor of the grid spacing enters the norm.

```lean
/-- The Euclidean norm of a grid function. -/
def l2norm (x : ι → ℝ) : ℝ := Real.sqrt (x ⬝ᵥ x)
```

The charge response at point $i$ is $n_i(u_i)$, where $n_i$ is a real function that may differ from point to point, as it does across a heterojunction. This locality is the main physical restriction. It suits semiclassical densities at a given Fermi level, but not a density built from Schrödinger wave functions, which depends at each point on the potential everywhere.

```lean
/-- The charge response (the mobile charge with its sign reversed): at each grid point it depends on
the local potential only. -/
def charge (n : ι → ℝ → ℝ) (u : ι → ℝ) : ι → ℝ := fun i => n i (u i)
```

The whole left side of the equation is abbreviated as $F(u)=Au+n(u)$. A solution with source $r$ is then a potential with $F(u)=r$, which in Lean reads `poissonOp A n u = r`.

```lean
/-- The left side `A u + n(u)` of the discretised nonlinear Poisson equation. -/
def poissonOp (A : Matrix ι ι ℝ) (n : ι → ℝ → ℝ) (u : ι → ℝ) : ι → ℝ :=
  A *ᵥ u + charge n u
```

The last definition serves the variational statement. Given functions $N_i$, to be chosen later with $N_i'=n_i$, let

$$E_r(u)=\tfrac12\,u\cdot Au+\sum_i N_i(u_i)-r\cdot u .$$

The name `energy` refers to this functional, which need not be the total energy of a device.

```lean
/-- The energy `u·Au/2 + ∑ N(u) - r·u` of a potential `u` with source `r`. -/
def energy (A : Matrix ι ι ℝ) (N : ι → ℝ → ℝ) (r u : ι → ℝ) : ℝ :=
  1 / 2 * (u ⬝ᵥ A *ᵥ u) + ∑ i, N i (u i) - r ⬝ᵥ u
```

## A nondecreasing local response is monotone on the whole grid

Suppose that every $n_i$ is nondecreasing. Physically, at a fixed Fermi level, raising the electrostatic potential at a point attracts electrons and repels holes, so $q(n_e-p_h)$ does not fall. For two potentials $u$ and $v$,

$$(u-v)\cdot\big(n(u)-n(v)\big)=\sum_i (u_i-v_i)\big(n_i(u_i)-n_i(v_i)\big)\ \ge 0 ,$$

because the two factors in each term are both nonnegative when $u_i\ge v_i$ and both nonpositive when $u_i\le v_i$. The Lean proof makes the same case distinction with `le_total`, one grid point at a time. No continuity is needed, so a response with upward jumps is allowed.

```lean
/-- For nondecreasing local responses, the change in charge response has a nonnegative inner product
with the change in potential. -/
theorem charge_monotone {n : ι → ℝ → ℝ} (hn : ∀ i, Monotone (n i)) (u v : ι → ℝ) :
    0 ≤ (u - v) ⬝ᵥ (charge n u - charge n v) := by
  show 0 ≤ ∑ i, (u i - v i) * (n i (u i) - n i (v i))
  refine Finset.sum_nonneg fun i _ => ?_
  rcases le_total (u i) (v i) with h | h
  · exact mul_nonneg_of_nonpos_of_nonpos (sub_nonpos.2 h) (sub_nonpos.2 (hn i h))
  · exact mul_nonneg (sub_nonneg.2 h) (sub_nonneg.2 (hn i h))
```

## Coercivity of the linear part carries over to the full equation

The second hypothesis is coercivity: for a constant $c$,

$$c\,\|x\|^2\le x\cdot Ax\qquad\text{for every } x .$$

With $c>0$ it makes $x\cdot Ax$ positive for every nonzero $x$. For the usual symmetric discretisation on a connected grid, a positive permittivity together with a contact that fixes the potential provides this. If the electric field is prescribed at all boundaries instead, every constant $x$ gives $x\cdot Ax=0$, and no positive $c$ exists.

The matrix acts linearly, so

$$F(u)-F(v)=A(u-v)+\big(n(u)-n(v)\big).$$

Taking the dot product with $u-v$, bounding the first term by coercivity and discarding the nonnegative second term gives

$$c\,\|u-v\|^2\le (u-v)\cdot\big(F(u)-F(v)\big).$$

In the proof, `h` is the splitting of $F(u)-F(v)$, and `linarith` adds the two inequalities. Symmetry of $A$ plays no part here or in the two theorems that follow.

```lean
/-- If `c` times the squared norm of `x` is at most `x·Ax` for every `x`, and the local responses
are nondecreasing, then `A u + n(u)` satisfies the monotonicity inequality with the same `c`. For `c
> 0` this is strong monotonicity. -/
theorem poissonOp_strongly_monotone {A : Matrix ι ι ℝ} {n : ι → ℝ → ℝ} {c : ℝ}
    (hA : ∀ x : ι → ℝ, c * (x ⬝ᵥ x) ≤ x ⬝ᵥ A *ᵥ x) (hn : ∀ i, Monotone (n i))
    (u v : ι → ℝ) :
    c * ((u - v) ⬝ᵥ (u - v)) ≤ (u - v) ⬝ᵥ (poissonOp A n u - poissonOp A n v) := by
  have h : poissonOp A n u - poissonOp A n v
      = A *ᵥ (u - v) + (charge n u - charge n v) := by
    simp only [poissonOp, Matrix.mulVec_sub]
    abel
  rw [h, dotProduct_add]
  linarith [hA (u - v), charge_monotone hn u v]
```

## The potential moves by at most the source change divided by c

Let $F(u)=r$ and $F(v)=s$, with $c>0$. The previous inequality becomes

$$c\,\|u-v\|^2\le (u-v)\cdot(r-s).$$

The left side is nonnegative, so both sides may be squared. The Cauchy–Schwarz inequality then gives

$$c^2\|u-v\|^4\le\big((u-v)\cdot(r-s)\big)^2\le\|u-v\|^2\,\|r-s\|^2 .$$

If $u\ne v$, one factor $\|u-v\|^2$ cancels; if $u=v$, the resulting inequality is immediate. In both cases $c^2\|u-v\|^2\le\|r-s\|^2$, and taking square roots yields

$$\|u-v\|\le\frac{\|r-s\|}{c}.$$

The theorem `poisson_stability` takes `hc` for $c>0$, `hA` for coercivity, `hn` for the monotone response, and `hu` and `hv` for the two equations. Inside the proof, `hcs` is Cauchy–Schwarz, `hsq` is the squared inequality, and `key` is the result of the cancellation, with the case of zero distance treated separately. The closing lines take the square root.

```lean
/-- For `A` coercive with constant `c > 0` and nondecreasing local responses, the distance between
two solutions is at most the distance between their sources divided by `c`. -/
theorem poisson_stability {A : Matrix ι ι ℝ} {n : ι → ℝ → ℝ} {c : ℝ} (hc : 0 < c)
    (hA : ∀ x : ι → ℝ, c * (x ⬝ᵥ x) ≤ x ⬝ᵥ A *ᵥ x) (hn : ∀ i, Monotone (n i))
    {u v r s : ι → ℝ} (hu : poissonOp A n u = r) (hv : poissonOp A n v = s) :
    l2norm (u - v) ≤ l2norm (r - s) / c := by
  have h := poissonOp_strongly_monotone hA hn u v
  rw [hu, hv] at h
  have nonneg : ∀ x : ι → ℝ, 0 ≤ x ⬝ᵥ x :=
    fun x => Finset.sum_nonneg fun i _ => mul_self_nonneg (x i)
  have hD := nonneg (u - v)
  have hR := nonneg (r - s)
  -- Cauchy-Schwarz for the potential and source differences
  have hcs : ((u - v) ⬝ᵥ (r - s)) ^ 2
      ≤ ((u - v) ⬝ᵥ (u - v)) * ((r - s) ⬝ᵥ (r - s)) := by
    have := Finset.sum_mul_sq_le_sq_mul_sq Finset.univ (u - v) (r - s)
    simpa only [dotProduct, pow_two] using this
  have hsq := pow_le_pow_left₀ (mul_nonneg hc.le hD) h 2
  -- cancel one factor of the squared distance
  have key : c ^ 2 * ((u - v) ⬝ᵥ (u - v)) ≤ (r - s) ⬝ᵥ (r - s) := by
    rcases hD.eq_or_lt with h0 | hpos
    · rw [← h0, mul_zero]
      exact hR
    · refine le_of_mul_le_mul_left ?_ hpos
      nlinarith [hsq, hcs]
  rw [le_div_iff₀ hc]
  refine (le_abs_self _).trans (Real.abs_le_sqrt ?_)
  rw [l2norm, mul_pow, Real.sq_sqrt hD]
  linarith
```

For a numerical solver with such a local charge model, the bound turns a residual into an error estimate. If $u$ solves the equation with source $r$ and $v$ is an approximate potential, then $v$ solves it exactly with source $s=F(v)$, and the error satisfies $\|u-v\|\le\|r-F(v)\|/c$. The estimate concerns the discrete equation and says nothing about the discretisation error.

Equal sources leave room for only one potential. With $F(u)=F(v)=r$, strong monotonicity reads $c\,\|u-v\|^2\le 0$. Since $c>0$, the distance vanishes and $u=v$. The Lean proof takes this direct route: `h0` states that the squared distance is zero, and `dotProduct_self_eq_zero` concludes that the difference itself is zero. The theorem gives at most one solution; it does not establish that one exists, nor that a particular iteration finds it. It also leaves open whether a self-consistent Schrödinger–Poisson loop has a unique fixed point.

```lean
/-- For `A` coercive with constant `c > 0` and nondecreasing local responses, the discretised
nonlinear Poisson equation has at most one solution for each source. -/
theorem poisson_unique {A : Matrix ι ι ℝ} {n : ι → ℝ → ℝ} {c : ℝ} (hc : 0 < c)
    (hA : ∀ x : ι → ℝ, c * (x ⬝ᵥ x) ≤ x ⬝ᵥ A *ᵥ x) (hn : ∀ i, Monotone (n i))
    {u v r : ι → ℝ} (hu : poissonOp A n u = r) (hv : poissonOp A n v = r) : u = v := by
  have h := poissonOp_strongly_monotone hA hn u v
  rw [hu, hv, sub_self, dotProduct_zero] at h
  have hD : 0 ≤ (u - v) ⬝ᵥ (u - v) :=
    Finset.sum_nonneg fun i _ => mul_self_nonneg ((u - v) i)
  have h0 : (u - v) ⬝ᵥ (u - v) = 0 := le_antisymm (by nlinarith) hD
  exact sub_eq_zero.1 (dotProduct_self_eq_zero.1 h0)
```

## For symmetric A the solution minimises a convex functional

Now let $N_i$ be differentiable with $N_i'=n_i$. Since $n_i$ is nondecreasing, $N_i$ lies above each of its tangents. To see this for a single function $N$ with derivative $n$, take $s<t$ (here two real numbers). The mean value theorem supplies an $x$ between them with

$$N(t)-N(s)=n(x)(t-s)\ge n(s)(t-s).$$

If $t<s$, it supplies an $x$ between $t$ and $s$ with $N(s)-N(t)=n(x)(s-t)\le n(s)(s-t)$. Either way,

$$N(s)+n(s)(t-s)\le N(t),$$

and for $s=t$ this is an equality. The three cases are the three branches of the Lean proof, where `exists_hasDerivAt_eq_slope` is the mean value theorem. The hypothesis `hN` asks for a derivative at every point. Together with monotonicity this rules out jumps in $n$, so the variational statement covers fewer responses than the stability bound.

```lean
/-- A function with nondecreasing derivative lies above each of its tangents. -/
theorem tangent_le {N n : ℝ → ℝ} (hN : ∀ t, HasDerivAt N (n t) t) (hn : Monotone n)
    (s t : ℝ) : N s + n s * (t - s) ≤ N t := by
  rcases lt_trichotomy s t with h | h | h
  · obtain ⟨x, hx, he⟩ := exists_hasDerivAt_eq_slope N n h
      (fun y _ => (hN y).continuousAt.continuousWithinAt) (fun y _ => hN y)
    rw [eq_div_iff (sub_pos.2 h).ne'] at he
    linarith [mul_le_mul_of_nonneg_right (hn hx.1.le) (sub_pos.2 h).le]
  · subst h
    simp
  · obtain ⟨x, hx, he⟩ := exists_hasDerivAt_eq_slope N n h
      (fun y _ => (hN y).continuousAt.continuousWithinAt) (fun y _ => hN y)
    rw [eq_div_iff (sub_pos.2 h).ne'] at he
    nlinarith [mul_le_mul_of_nonneg_right (hn hx.2.le) (sub_pos.2 h).le]
```

Let $u$ solve $F(u)=r$, let $v$ be any other potential, and write $v=u+d$. Expanding the functional gives

$$E_r(u+d)-E_r(u)=\tfrac12\,(u\cdot Ad+d\cdot Au)+\tfrac12\,d\cdot Ad+\sum_i\big[N_i(u_i+d_i)-N_i(u_i)\big]-r\cdot d .$$

For symmetric $A$ the two cross terms are equal, so together they contribute $d\cdot Au$. Inserting $r=Au+n(u)$ cancels this contribution and leaves

$$E_r(u+d)-E_r(u)=\tfrac12\,d\cdot Ad+\sum_i\big[N_i(u_i+d_i)-N_i(u_i)-n_i(u_i)\,d_i\big].$$

Each bracket is nonnegative by the tangent inequality, and coercivity bounds the first term from below. Therefore

$$E_r(u)+\frac c2\,\|v-u\|^2\le E_r(v).$$

When $c>0$, the solution is the unique minimiser of $E_r$, and an excess $E_r(v)-E_r(u)$ limits how far $v$ can be from it. The theorem itself does not require $c$ to be positive.

In the Lean proof, `hs` is the equality of the cross terms and the only place where the symmetry hypothesis `hS` is used. The tangent inequality summed over the grid is `hconv`, and `hd` is coercivity applied to $d$. After the dot products have been expanded, `linarith` combines these facts.

```lean
/-- Let `A` be symmetric with `x·Ax` at least `c` times the squared norm of `x` for every `x`, and
let each `N i` have the nondecreasing derivative `n i`. Then the energy of any potential `v` is at
least that of a solution `u` plus `c/2` times their squared distance. -/
theorem energy_gap {A : Matrix ι ι ℝ} {N n : ι → ℝ → ℝ} {c : ℝ} (hS : A.IsSymm)
    (hA : ∀ x : ι → ℝ, c * (x ⬝ᵥ x) ≤ x ⬝ᵥ A *ᵥ x)
    (hN : ∀ i t, HasDerivAt (N i) (n i t) t) (hn : ∀ i, Monotone (n i))
    {u r : ι → ℝ} (hu : poissonOp A n u = r) (v : ι → ℝ) :
    energy A N r u + c / 2 * ((v - u) ⬝ᵥ (v - u)) ≤ energy A N r v := by
  obtain ⟨d, rfl⟩ : ∃ d, v = u + d := ⟨v - u, by simp⟩
  subst hu
  have hcomm := dotProduct_comm (A *ᵥ u) d
  -- symmetry makes the two cross terms equal
  have hs : u ⬝ᵥ A *ᵥ d = d ⬝ᵥ A *ᵥ u := by
    rw [Matrix.dotProduct_mulVec u A d, ← Matrix.mulVec_transpose, hS.eq, hcomm]
  -- convexity of the local energies
  have hconv : ∑ i, N i (u i) + charge n u ⬝ᵥ d ≤ ∑ i, N i ((u + d) i) := by
    show ∑ i, N i (u i) + ∑ i, n i (u i) * d i ≤ ∑ i, N i (u i + d i)
    rw [← Finset.sum_add_distrib]
    refine Finset.sum_le_sum fun i _ => ?_
    have := tangent_le (hN i) (hn i) (u i) (u i + d i)
    rwa [add_sub_cancel_left] at this
  have hd := hA d
  simp only [energy, poissonOp, add_sub_cancel_left, Matrix.mulVec_add,
    dotProduct_add, add_dotProduct]
  linarith
```

## The constant 1/c is attained

Take $A=c\,\mathbf 1$, with $\mathbf 1$ the identity matrix, and no responding charge. Then $x\cdot Ax=c\,\|x\|^2$, and the zero response is nondecreasing, so all the hypotheses of the stability bound are met. Here

$$F(u)-F(v)=c\,(u-v),\qquad \|u-v\|=\frac{\|F(u)-F(v)\|}{c}.$$

On a grid with at least one point, no smaller factor than $1/c$ can therefore serve for all coercive matrices with constant $c$. The proof computes the difference componentwise and then takes the factor $c$ out of the square root.

```lean
/-- For `A = c·1` and no charge response, the stability bound is an equality. -/
theorem stability_sharp [DecidableEq ι] {c : ℝ} (hc : 0 < c) (u v : ι → ℝ) :
    l2norm (u - v) = l2norm (poissonOp (Matrix.diagonal fun _ => c) (fun _ _ => 0) u
      - poissonOp (Matrix.diagonal fun _ => c) (fun _ _ => 0) v) / c := by
  have h : poissonOp (Matrix.diagonal fun _ => c) (fun _ _ => 0) u
      - poissonOp (Matrix.diagonal fun _ => c) (fun _ _ => 0) v = c • (u - v) := by
    ext i
    simp [poissonOp, charge, mul_sub]
  rw [h, eq_div_iff hc.ne', l2norm, l2norm, smul_dotProduct, dotProduct_smul,
    smul_eq_mul, smul_eq_mul, ← mul_assoc, Real.sqrt_mul (mul_self_nonneg c),
    Real.sqrt_mul_self hc.le, mul_comm]
```

## A decreasing response can destroy uniqueness

Let $A=\mathbf 1$, which is coercive with $c=1$, and let $n_i(t)=-t$. Then

$$F(u)=u-u=0$$

for every potential $u$. On any nonempty grid the source-free equation thus has infinitely many solutions. Only the monotonicity hypothesis fails. The responding charge reinforces the potential instead of screening it, by exactly the amount that cancels the linear term.

```lean
/-- With `A = 1` and the decreasing response `-t`, every potential solves the
equation with zero source. -/
theorem decreasing_response_not_unique [DecidableEq ι] (u : ι → ℝ) :
    poissonOp (1 : Matrix ι ι ℝ) (fun _ t => -t) u = 0 := by
  ext i
  simp [poissonOp, charge]
```

## Two grid points between fixed contacts

The smallest grid with a coupling between neighbours has two interior points, with the potential prescribed at both ends. Apart from the factor $\varepsilon/h^2$, for constant permittivity $\varepsilon$ and grid spacing $h$, its matrix is

$$W=\begin{pmatrix}2&-1\\-1&2\end{pmatrix}.$$

```lean
/-- The matrix of minus the second difference, without the factor `1/h²`, on two interior grid
points with Dirichlet ends. -/
def wellMatrix : Matrix (Fin 2) (Fin 2) ℝ := !![2, -1; -1, 2]
```

With the components numbered $0$ and $1$, as in Lean,

$$x\cdot Wx=2x_0^2-2x_0x_1+2x_1^2=x_0^2+x_1^2+(x_0-x_1)^2\ \ge\ \|x\|^2 ,$$

so $W$ is coercive with $c=1$. As the response, take $n_i(t)=e^t$ at both points. This is the form of a nondegenerate electron density when the potential is measured in units of the thermal voltage $k_BT/q$, with $k_B$ Boltzmann's constant and $T$ the temperature, and the prefactor is set to one. It is nondecreasing, so the stability bound for this model reads $\|u-v\|\le\|r-s\|$.

The theorem `wellMatrix_witness` collects the symmetry of $W$, its coercivity and the monotonicity of the exponential. Symmetry is checked entry by entry, and the square $(x_0-x_1)^2$ is the term handed to `nlinarith` for coercivity.

```lean
/-- The two-point Dirichlet matrix is symmetric and coercive with `c = 1`, and the
exponential charge response is nondecreasing. -/
theorem wellMatrix_witness :
    wellMatrix.IsSymm ∧
    (∀ x : Fin 2 → ℝ, 1 * (x ⬝ᵥ x) ≤ x ⬝ᵥ wellMatrix *ᵥ x) ∧
    Monotone (fun t : ℝ => Real.exp t) := by
  refine ⟨?_, ?_, fun _ _ h => Real.exp_le_exp.2 h⟩
  · apply Matrix.IsSymm.ext
    intro i j
    fin_cases i <;> fin_cases j <;> simp [wellMatrix]
  · intro x
    simp only [wellMatrix, dotProduct, Matrix.mulVec, Fin.sum_univ_two, Matrix.of_apply,
      Matrix.cons_val_zero, Matrix.cons_val_one]
    nlinarith [sq_nonneg (x 0 - x 1)]

end

end NonlinearPoissonStability
```

```lean
#print axioms NonlinearPoissonStability.poisson_stability
-- 'NonlinearPoissonStability.poisson_stability' depends on axioms: [propext, Classical.choice, Quot.sound]
#print axioms NonlinearPoissonStability.poisson_unique
-- 'NonlinearPoissonStability.poisson_unique' depends on axioms: [propext, Classical.choice, Quot.sound]
#print axioms NonlinearPoissonStability.stability_sharp
-- 'NonlinearPoissonStability.stability_sharp' depends on axioms: [propext, Classical.choice, Quot.sound]
#print axioms NonlinearPoissonStability.decreasing_response_not_unique
-- 'NonlinearPoissonStability.decreasing_response_not_unique' depends on axioms: [propext, Classical.choice, Quot.sound]
```
